# For uniformly charged spherical nuclei, δ⟨r⁴⟩ is parallel to (δ⟨r²⟩)² modulo δ⟨r²⟩

Take a reference nucleus of radius 1 and one isotope of radius 2, both uniformly charged spheres. A sphere of radius R has ⟨r²⟩ = 3R²/5 and ⟨r⁴⟩ = 3R⁴/7, so the changes from reference to isotope are

λ = δ⟨r²⟩ = 12/5 − 3/5 = 9/5,  δ⟨r⁴⟩ = 48/7 − 3/7 = 45/7.

For every such sphere ⟨r⁴⟩ = (25/21)⟨r²⟩², and the change of a square is λ² + 2⟨r²⟩₀λ, where ⟨r²⟩₀ belongs to the reference. Indeed

(25/21)(81/25 + 2 · 3/5 · 9/5) = (25/21)(135/25) = 45/7.

The factors 25/21 and 2⟨r²⟩₀ are the same for every isotope. Apart from a multiple of λ, the fourth moment therefore varies along an isotope chain exactly as λ² does.

A King plot compares the isotope shifts of two transitions, each divided by a mass factor μ. Its points lie on a line if both shifts have the form Kμ + Fλ, where K and F depend on the transition but not on the isotope. Terms in λ² and δ⟨r⁴⟩ can bend it, but for uniform spheres they do not supply two independent directions modulo λ.

## Uniform charge inside a sharp radius

Uniform charge means constant density up to a sharp edge, with no diffuse surface and no deformation. The density and the angular factor 4π cancel in a moment, which leaves a ratio of radial integrals.

```lean
import Mathlib

open intervalIntegral

namespace KingPlotUniformSphere

noncomputable section
```

The definition allows a hollow centre of radius b; the full sphere has b = 0.

```lean
/-- The radial moment `⟨r^k⟩` of a charge spread uniformly over the shell between the radii
`b` and `R`, for `0 ≤ b < R`; the full sphere is `b = 0`. -/
def moment (k : ℕ) (b R : ℝ) : ℝ :=
  (∫ r in b..R, r ^ k * r ^ 2) / ∫ r in b..R, r ^ 2
```

`ballChange 2 R₀ R` is λ, and `ballChange 4 R₀ R` is δ⟨r⁴⟩.

```lean
/-- The change of `⟨r^k⟩` from a uniform reference sphere of radius `R₀ > 0` to a uniform
sphere of radius `R > 0`. -/
def ballChange (k : ℕ) (R₀ R : ℝ) : ℝ := moment k 0 R - moment k 0 R₀
```

The shift of one transition is postulated as Kμ + Fλ + Gλ² + Hδ⟨r⁴⟩. The coefficients describe the electrons and are the same for all isotopes: K is the response to nuclear mass, F and G the first- and second-order responses to the change of ⟨r²⟩, and H the response to the fourth moment. The mass factor μ is an arbitrary real number for each isotope.

```lean
/-- The isotope shift of a transition: mass shift `K μ`, field shift `F λ`, quadratic field
shift `G λ²` and fourth-moment shift `H δ⟨r⁴⟩`, where `λ = δ⟨r²⟩`, for uniform spheres of
radii `R₀ > 0` and `R > 0`. -/
def shift (K F G H μ R₀ R : ℝ) : ℝ :=
  K * μ + F * ballChange 2 R₀ R + G * ballChange 2 R₀ R ^ 2 + H * ballChange 4 R₀ R
```

By hand, uniformity enters when r^k · r² is integrated with no other weight:

∫ r^(k+2) dr from b to R = (R^(k+3) − b^(k+3))/(k+3).

Dividing by the case k = 0 gives the moment. The proof merges the powers and applies Mathlib's `integral_pow` to both integrals.

```lean
/-- The radial moment `⟨r^k⟩` of a uniform shell in closed form. -/
theorem moment_eq (k : ℕ) (b R : ℝ) :
    moment k b R = ((R ^ (k + 3) - b ^ (k + 3)) / ((k : ℝ) + 3)) / ((R ^ 3 - b ^ 3) / 3) := by
  have h : ∀ n : ℕ, ∫ r in b..R, r ^ n = (R ^ (n + 1) - b ^ (n + 1)) / ((n : ℝ) + 1) :=
    fun n => by rw [integral_pow]
  unfold moment
  simp only [← pow_add]
  rw [h, h]
  push_cast
  ring
```

## Positive radii

A positive radius gives the nucleus a volume over which to spread its charge. By hand, it permits division by the normalisation R³/3:

⟨r²⟩ = (R⁵/5)/(R³/3) = 3R²/5,

⟨r⁴⟩ = (R⁷/7)/(R³/3) = 3R⁴/7 = (25/21)(3R²/5)².

In the proof, `hp` supplies the positive denominator, `div_eq_iff` clears it, and `ring` checks the polynomial identity.

```lean
/-- For a uniform sphere of radius `R > 0` the normalisation integral is positive,
`⟨r²⟩ = 3R²/5`, and `⟨r⁴⟩ = (25/21) ⟨r²⟩²`. -/
theorem ball_moments {R : ℝ} (hR : 0 < R) :
    0 < (∫ r in (0 : ℝ)..R, r ^ 2) ∧ moment 2 0 R = 3 * R ^ 2 / 5 ∧
      moment 4 0 R = 25 / 21 * moment 2 0 R ^ 2 := by
  have hI : (∫ r in (0 : ℝ)..R, r ^ 2) = R ^ 3 / 3 := by
    rw [integral_pow]
    push_cast
    ring
  have hp : 0 < (R ^ 3 - (0 : ℝ) ^ 3) / 3 := by
    rw [zero_pow three_ne_zero, sub_zero]
    positivity
  have h2 : moment 2 0 R = 3 * R ^ 2 / 5 := by
    rw [moment_eq, div_eq_iff hp.ne']
    push_cast
    ring
  refine ⟨by rw [hI]; positivity, h2, ?_⟩
  rw [h2, moment_eq, div_eq_iff hp.ne']
  push_cast
  ring
```

Positivity is used again to tell radii apart. If R and S give the same ⟨r²⟩, then (R − S)(R + S) = 0, and R + S > 0 leaves only R = S. With signs left free, R and −R would share one ⟨r²⟩.

```lean
/-- Uniform spheres of different positive radii have different `⟨r²⟩`. -/
theorem second_moment_ne {R S : ℝ} (hR : 0 < R) (hS : 0 < S) (hne : R ≠ S) :
    moment 2 0 R ≠ moment 2 0 S := by
  intro h
  rw [(ball_moments hR).2.1, (ball_moments hS).2.1] at h
  apply hne
  have h' : (R - S) * (R + S) = 0 := by linear_combination (5 / 3) * h
  rcases mul_eq_zero.1 h' with h1 | h1 <;> linarith
```

## Two radii that differ from each other and from the reference

Now let i run over the isotopes, with radii R_i and changes λ_i; a and b label two of them, so b is no longer an inner radius. The hypotheses `ha`, `hb` and `hab` say that R_a, R_b and R₀ are three different radii.

The fourth-moment identity does not need them. With x_i = ⟨r²⟩_i and x₀ = ⟨r²⟩₀,

δ⟨r⁴⟩_i = (25/21)(x_i² − x₀²) = (25/21)(λ_i² + 2x₀λ_i).

They are needed to show that λ² is a direction of its own. If λ_i² = cλ_i for all i, cancelling the non-zero λ_a and λ_b gives λ_a = c = λ_b, hence R_a = R_b, a contradiction. The proof does the same with `mul_right_cancel₀` and `second_moment_ne`.

If only one radius besides R₀ occurs, each λ_i is either 0 or a fixed value c. Then λ_i² = cλ_i throughout, and the quadratic term is absorbed into F.

```lean
/-- Let the spheres be uniform with positive radii, and let two isotopes have radii that differ from
each other and from the reference. Then `δ⟨r⁴⟩ = (25/21)(λ² + 2⟨r²⟩₀ λ)` for every isotope, so
`δ⟨r⁴⟩` and `λ²` are parallel modulo `λ`, and `λ²` is not itself a multiple of `λ`. -/
theorem fourth_moment_parallel_quadratic {ι : Type*} {R₀ : ℝ} {R : ι → ℝ}
    (h₀ : 0 < R₀) (hR : ∀ i, 0 < R i) {a b : ι}
    (ha : R a ≠ R₀) (hb : R b ≠ R₀) (hab : R a ≠ R b) :
    (∀ i, ballChange 4 R₀ (R i) =
      25 / 21 * (ballChange 2 R₀ (R i) ^ 2 + 2 * moment 2 0 R₀ * ballChange 2 R₀ (R i))) ∧
    ¬ ∃ c : ℝ, ∀ i, ballChange 2 R₀ (R i) ^ 2 = c * ballChange 2 R₀ (R i) := by
  constructor
  · intro i
    unfold ballChange
    rw [(ball_moments (hR i)).2.2, (ball_moments h₀).2.2]
    ring
  · rintro ⟨c, hc⟩
    have la : ballChange 2 R₀ (R a) ≠ 0 := sub_ne_zero.2 (second_moment_ne (hR a) h₀ ha)
    have lb : ballChange 2 R₀ (R b) ≠ 0 := sub_ne_zero.2 (second_moment_ne (hR b) h₀ hb)
    -- proportionality would force both isotopes to have the same `λ = c`
    have ea : ballChange 2 R₀ (R a) = c := mul_right_cancel₀ la (by linear_combination hc a)
    have eb : ballChange 2 R₀ (R b) = c := mul_right_cancel₀ lb (by linear_combination hc b)
    apply second_moment_ne (hR a) (hR b) hab
    unfold ballChange at ea eb
    linarith
```

## A mass factor that is no combination of λ and λ²

The hypothesis `hμ` says that the masses vary along the chain in a way that the radii do not reproduce through λ and λ². It requires at least three isotopes besides the reference, because with two different non-zero values of λ the vectors λ and λ² already span all vectors of length two.

Subtract two fits that give the same shifts and insert the fourth-moment identity:

(K − K′)μ_i + fλ_i + gλ_i² = 0,

f = F − F′ + (50/21)x₀(H − H′),  g = G − G′ + (25/21)(H − H′).

If K ≠ K′, division by K − K′ writes μ as a combination of λ and λ², against `hμ`. So K = K′, and isotopes a and b give f + gλ_a = 0 and f + gλ_b = 0. Subtraction yields g = 0, then f = 0. The Lean proof follows this order, with `linear_combination` doing the algebra. The converse is substitution.

Without `hμ`, if μ = cλ + dλ², raising K by t while lowering F by tc and G by td changes no shift.

```lean
/-- Let the spheres be uniform with positive radii, two of them different from each other and
from the reference, and let `μ` be no combination of `λ` and `λ²`. Then two sets of coefficients
give the same isotope shifts exactly when they agree in `K`, in `F + (50/21)⟨r²⟩₀ H` and in
`G + (25/21) H`. -/
theorem shift_eq_iff {ι : Type*} {R₀ : ℝ} {R μ : ι → ℝ}
    (h₀ : 0 < R₀) (hR : ∀ i, 0 < R i) {a b : ι}
    (ha : R a ≠ R₀) (hb : R b ≠ R₀) (hab : R a ≠ R b)
    (hμ : ¬ ∃ c d : ℝ, ∀ i, μ i = c * ballChange 2 R₀ (R i) + d * ballChange 2 R₀ (R i) ^ 2)
    (K F G H K' F' G' H' : ℝ) :
    (∀ i, shift K F G H (μ i) R₀ (R i) = shift K' F' G' H' (μ i) R₀ (R i)) ↔
      K = K' ∧ F + 50 / 21 * moment 2 0 R₀ * H = F' + 50 / 21 * moment 2 0 R₀ * H' ∧
        G + 25 / 21 * H = G' + 25 / 21 * H' := by
  have p := (fourth_moment_parallel_quadratic h₀ hR ha hb hab).1
  unfold shift
  constructor
  · intro h
    obtain ⟨f, hf⟩ : ∃ f, f = F - F' + 50 / 21 * moment 2 0 R₀ * (H - H') := ⟨_, rfl⟩
    obtain ⟨g, hg⟩ : ∃ g, g = G - G' + 25 / 21 * (H - H') := ⟨_, rfl⟩
    -- the difference of the two fits involves only `μ`, `λ` and `λ²`
    have e : ∀ i, (K - K') * μ i + f * ballChange 2 R₀ (R i)
        + g * ballChange 2 R₀ (R i) ^ 2 = 0 := by
      intro i
      rw [hf, hg]
      linear_combination h i - (H - H') * p i
    have hK : K = K' := by
      by_contra hne
      have hi : (K - K') * (K - K')⁻¹ = 1 := mul_inv_cancel₀ (sub_ne_zero.2 hne)
      apply hμ
      refine ⟨-f * (K - K')⁻¹, -g * (K - K')⁻¹, fun i => ?_⟩
      linear_combination (K - K')⁻¹ * e i - μ i * hi
    have la : ballChange 2 R₀ (R a) ≠ 0 := sub_ne_zero.2 (second_moment_ne (hR a) h₀ ha)
    have lb : ballChange 2 R₀ (R b) ≠ 0 := sub_ne_zero.2 (second_moment_ne (hR b) h₀ hb)
    have lab : ballChange 2 R₀ (R a) - ballChange 2 R₀ (R b) ≠ 0 := by
      intro h'
      apply second_moment_ne (hR a) (hR b) hab
      unfold ballChange at h'
      linarith
    -- two different non-zero values of `λ` fix both remaining coefficients
    have ea : f + g * ballChange 2 R₀ (R a) = 0 :=
      mul_left_cancel₀ la (by linear_combination e a - μ a * hK)
    have eb : f + g * ballChange 2 R₀ (R b) = 0 :=
      mul_left_cancel₀ lb (by linear_combination e b - μ b * hK)
    have g0 : g = 0 := mul_right_cancel₀ lab (by linear_combination ea - eb)
    have f0 : f = 0 := by
      rw [g0] at ea
      linarith
    exact ⟨hK, by linear_combination f0 - hf, by linear_combination g0 - hg⟩
  · rintro ⟨hK, hF, hG⟩ i
    linear_combination μ i * hK + ballChange 2 R₀ (R i) * hF
      + ballChange 2 R₀ (R i) ^ 2 * hG + (H - H') * p i
```

For R₀ = 1, the coefficients (F, G, H) = (0, 0, 21) and (30, 25, 0) give equal shifts at equal K. At radius 2 both contribute 135: 21 · 45/7 on one side, 54 + 81 on the other. If the radii and mass factors are known and satisfy the hypotheses of the theorem, shifts of this four-term form therefore determine G + (25/21)H, but not G and H separately.

## A hollow shell breaks the relation

Keep the reference of radius 1 and take full spheres of radii 2 and 3. They force the coefficients of λ² and λ to be 25/21 and 10/7. A uniform shell between radii 1 and 2 has λ = 72/35 and δ⟨r⁴⟩ = 360/49 = 2520/343, whereas those coefficients predict 2736/343. The proof evaluates the three equations with `moment_eq`, and `linarith` finds the contradiction.

```lean
/-- Take a uniform reference sphere of radius 1, and as isotopes uniform spheres of radii 2 and 3
and a uniform hollow shell between the radii 1 and 2. Then `δ⟨r⁴⟩` is not a combination of `λ²`
and `λ`. -/
theorem hollow_shell_not_parallel :
    ¬ ∃ c d : ℝ, ∀ s ∈ [((0 : ℝ), (2 : ℝ)), (0, 3), (1, 2)],
      moment 4 s.1 s.2 - moment 4 0 1 =
        c * (moment 2 s.1 s.2 - moment 2 0 1) ^ 2 + d * (moment 2 s.1 s.2 - moment 2 0 1) := by
  rintro ⟨c, d, h⟩
  have h1 := h (0, 2) (by simp)
  have h2 := h (0, 3) (by simp)
  have h3 := h (1, 2) (by simp)
  -- the two full spheres fix `c` and `d`, and the shell contradicts them
  norm_num [moment_eq] at h1 h2 h3
  linarith

end

end KingPlotUniformSphere
```

The shell is a counterexample, not a realistic nucleus. It shows that δ⟨r⁴⟩ need not be a combination of λ² and λ once the charge distribution changes shape between isotopes.

```lean
#print axioms KingPlotUniformSphere.fourth_moment_parallel_quadratic
#print axioms KingPlotUniformSphere.shift_eq_iff
#print axioms KingPlotUniformSphere.hollow_shell_not_parallel
```

```
'KingPlotUniformSphere.fourth_moment_parallel_quadratic' depends on axioms: [propext, Classical.choice, Quot.sound]
'KingPlotUniformSphere.shift_eq_iff' depends on axioms: [propext, Classical.choice, Quot.sound]
'KingPlotUniformSphere.hollow_shell_not_parallel' depends on axioms: [propext, Classical.choice, Quot.sound]
```
